# Two QR steps with conjugate shifts and positive triangular diagonals take a real matrix to a real matrix

In equation-of-motion coupled-cluster theory, excitation energies are obtained from the eigenvalues of a similarity-transformed Hamiltonian, restricted to a limited set of determinants, by subtracting the ground-state energy. When the Hamiltonian's matrix elements and the cluster amplitudes are real, this is a real matrix $A$, but in general not a symmetric one. Without the restriction its eigenvalues would be those of the original Hamiltonian, all real; with it, some of them may form complex-conjugate pairs. Shifts chosen close to such a pair are complex, and a QR step with a complex shift $s$ can turn the real matrix into a complex one. Does a second step, with shift $\bar s$, make it real again?

It does, provided that both steps exist with positive diagonals in their triangular factors. That condition fixes phases, as one does when choosing the phases of basis states, and it also excludes shifts that are eigenvalues.

## Matrices and one shifted step

```lean
import Mathlib

open Matrix ComplexConjugate

namespace FrancisDoubleShift

noncomputable section

/-- Complex square matrices of size `n`. -/
abbrev CMat (n : ℕ) := Matrix (Fin n) (Fin n) ℂ
```

`CMat n` is the type of complex $n\times n$ matrices. The indices run over `Fin n`, that is, from $0$ to $n-1$.

```lean
/-- Entrywise complex conjugation of a matrix, as a ring homomorphism. -/
abbrev conjM {n : ℕ} : CMat n →+* CMat n := (starRingEnd ℂ).mapMatrix
```

`conjM` conjugates every entry without transposing; below it is written as a bar, $\bar M$. Calling it a ring homomorphism records that $\overline{MN}=\bar M\,\bar N$ and $\overline{M+N}=\bar M+\bar N$. The conjugate transpose, which physicists write $M^\dagger$, is `Mᴴ` in Lean.

```lean
/-- Upper triangular matrices whose diagonal entries are real and positive. -/
def IsPosUpper {n : ℕ} (R : CMat n) : Prop :=
  (∀ i j, j < i → R i j = 0) ∧ ∀ i, 0 < (R i i).re ∧ (R i i).im = 0
```

`IsPosUpper R` says that $R_{ij}=0$ whenever $j<i$, and that every $R_{ii}$ is real and positive. The entries above the diagonal may be complex.

```lean
/-- One QR step with shift `s` takes `A` to `B`: factor `A - s = Q R` with `Q` unitary and `R`
upper triangular with positive diagonal, then set `B = R Q + s`. -/
def QRStep {n : ℕ} (s : ℂ) (A B : CMat n) : Prop :=
  ∃ Q R : CMat n, Qᴴ * Q = 1 ∧ IsPosUpper R ∧
    A - s • (1 : CMat n) = Q * R ∧ B = R * Q + s • (1 : CMat n)
```

`QRStep s A B` is a relation between two matrices, not a function that computes the second. It says that there are $Q$ and $R$ with

$$A-s=QR,\qquad B=RQ+s,\qquad Q^\dagger Q=1,$$

where $R$ satisfies `IsPosUpper` and $s$ stands for $s$ times the identity, `s • 1` in Lean. For square matrices, $Q^\dagger Q=1$ is full unitarity.

```lean
/-- A QR step with positive diagonal in `R` exists only if the shift is not an eigenvalue:
the determinant of `A - s` is nonzero. -/
theorem QRStep.det_ne_zero {n : ℕ} {s : ℂ} {A B : CMat n} (h : QRStep s A B) :
    (A - s • (1 : CMat n)).det ≠ 0 := by
  obtain ⟨Q, R, hQ, hR, hA, -⟩ := h
  have hd : Qᴴ.det * Q.det = 1 := by rw [← det_mul, hQ, det_one]
  have hT : R.BlockTriangular id := fun i j hij => hR.1 i j hij
  rw [hA, det_mul, det_of_isUpperTriangular hT]
  refine mul_ne_zero (fun h0 => by simp [h0] at hd) (Finset.prod_ne_zero_iff.mpr ?_)
  intro i _ h0
  have hp := (hR.2 i).1
  simp [h0] at hp
```

If a step exists, its shift is not an eigenvalue. By hand, $\det(A-s)=\det Q\,\det R$. The first factor is nonzero because $\det Q^\dagger\det Q=1$, and the second is the product of the positive numbers $R_{ii}$. The Lean proof uses the same two facts.

The converse, that a step exists for every $s$ that is not an eigenvalue, is the usual Gram–Schmidt construction. The theorems here take the steps as given instead.

## Triangular products

```lean
/-- If `R` is upper triangular and row `i` of `W` vanishes before column `j`, then the `(i, j)`
entry of `W R` is the single product `W i j * R j j`. -/
theorem mul_entry {n : ℕ} {W R : CMat n} (hR : ∀ i j, j < i → R i j = 0) (i j : Fin n)
    (hz : ∀ k, k < j → W i k = 0) : (W * R) i j = W i j * R j j := by
  rw [Matrix.mul_apply]
  refine Finset.sum_eq_single j (fun k _ hk => ?_) (by simp)
  rcases lt_or_gt_of_ne hk with h | h
  · rw [hz k h, zero_mul]
  · rw [hR k j h, mul_zero]
```

The entry in question is $(WR)_{ij}=\sum_k W_{ik}R_{kj}$. Terms with $k>j$ vanish because $R$ is upper triangular, and terms with $k<j$ vanish by the assumption on row $i$ of $W$. Only $W_{ij}R_{jj}$ is left. `Finset.sum_eq_single` reduces the sum to that term, and the case split treats the two sides of $j$.

```lean
/-- The product of two upper triangular matrices with positive diagonals is again upper
triangular with positive diagonal. -/
theorem IsPosUpper.mul {n : ℕ} {R S : CMat n} (hR : IsPosUpper R) (hS : IsPosUpper S) :
    IsPosUpper (R * S) := by
  refine ⟨fun i j hij => ?_, fun i => ?_⟩
  · rw [mul_entry hS.1 i j (fun k hk => hR.1 i k (hk.trans hij)), hR.1 i j hij, zero_mul]
  · rw [mul_entry hS.1 i i (hR.1 i), Complex.mul_re, Complex.mul_im, (hR.2 i).2, (hS.2 i).2]
    have hp := mul_pos (hR.2 i).1 (hS.2 i).1
    exact ⟨by linarith, by ring⟩
```

For $j<i$, the previous lemma gives $(RS)_{ij}=R_{ij}S_{jj}=0$. On the diagonal it gives $(RS)_{ii}=R_{ii}S_{ii}$, a product of two positive numbers. The proof checks the real and imaginary parts separately.

```lean
/-- If `R` is upper triangular with positive diagonal and `W R` is upper triangular, then `W` is
upper triangular. -/
theorem upper_of_mul {n : ℕ} {W R : CMat n} (hR : IsPosUpper R)
    (h : ∀ i j, j < i → (W * R) i j = 0) (i j : Fin n) (hij : j < i) : W i j = 0 := by
  induction j using WellFoundedLT.induction with
  | ind j ih =>
    have h1 := mul_entry (W := W) hR.1 i j (fun k hk => ih k hk (hk.trans hij))
    rw [h i j hij] at h1
    rcases mul_eq_zero.mp h1.symm with h2 | h2
    · exact h2
    · have hp := (hR.2 j).1
      simp [h2] at hp
```

This lemma runs the argument backwards. Fix a row $i$ and go through the columns $j<i$ from the left. Once $W_{ik}=0$ is known for all $k<j$, the entry formula reads

$$0=(WR)_{ij}=W_{ij}R_{jj}.$$

Since $R_{jj}>0$, it follows that $W_{ij}=0$. The `induction` line is this walk through the columns, and `ih` is what is already known about the earlier ones.

## The unitary factor is unique

```lean
/-- The unitary factor of a complex QR factorization is unique when the triangular factors have
positive diagonals. -/
theorem unitary_factor_unique {n : ℕ} {Q P R S : CMat n} (hQ : Qᴴ * Q = 1) (hP : Pᴴ * P = 1)
    (hR : IsPosUpper R) (hS : IsPosUpper S) (h : Q * R = P * S) : Q = P := by
  -- the overlap `W` of the unitary factors is diagonal with unit entries
  have key : ∀ W : CMat n, W * R = S → Wᴴ * S = R → W = 1 := by
    intro W h1 h2
    have u1 := upper_of_mul (W := W) hR (by rw [h1]; exact hS.1)
    have u2 := upper_of_mul (W := Wᴴ) hS (by rw [h2]; exact hR.1)
    ext i j
    rcases lt_trichotomy i j with hij | hij | hij
    · rw [Matrix.one_apply_ne hij.ne]
      have h3 := u2 j i hij
      rw [conjTranspose_apply] at h3
      exact star_eq_zero.mp h3
    · subst hij
      have d1 := mul_entry (W := W) hR.1 i i (u1 i)
      have d2 := mul_entry (W := Wᴴ) hS.1 i i (u2 i)
      rw [h1] at d1
      rw [h2] at d2
      obtain ⟨r0, r1⟩ := hR.2 i
      obtain ⟨s0, s1⟩ := hS.2 i
      have a1 := congrArg Complex.re d1
      have a2 := congrArg Complex.im d1
      have a3 := congrArg Complex.re d2
      simp only [conjTranspose_apply, Complex.star_def, Complex.mul_re, Complex.mul_im,
        Complex.conj_re, Complex.conj_im, r1, s1, mul_zero, sub_zero, zero_add] at a1 a2 a3
      have hre : (W i i).re = 1 := mul_right_cancel₀ (add_pos r0 s0).ne' (by linarith)
      have him : (W i i).im = 0 := mul_right_cancel₀ r0.ne' (by linarith)
      rw [Matrix.one_apply_eq]
      exact Complex.ext (by simpa using hre) (by simpa using him)
    · rw [Matrix.one_apply_ne hij.ne', u1 i j hij]
  have hW : Pᴴ * Q = 1 := by
    apply key
    · rw [mul_assoc, h, ← mul_assoc, hP, one_mul]
    · rw [conjTranspose_mul, conjTranspose_conjTranspose, mul_assoc, ← h, ← mul_assoc, hQ,
        one_mul]
  calc Q = (P * Pᴴ) * Q := by rw [mul_eq_one_comm.mp hP, one_mul]
    _ = P := by rw [mul_assoc, hW, mul_one]
```

Suppose $QR=PS$ with $Q,P$ unitary and $R,S$ upper triangular with positive diagonals. The claim is $Q=P$. Form the overlap $W=P^\dagger Q$. Then

$$WR=P^\dagger PS=S,\qquad W^\dagger S=Q^\dagger QR=R.$$

By the previous lemma, both $W$ and $W^\dagger$ are upper triangular, so $W$ is diagonal. Write $W_{ii}=x+iy$ (the $i$ in front of $y$ is the imaginary unit), $r=R_{ii}$ and $t=S_{ii}$. The diagonal entries of the two equations give

$$xr=t,\qquad yr=0,\qquad xt=r.$$

Adding the first and third gives $x(r+t)=r+t$, so $x=1$; the second gives $y=0$. Hence $W=1$, and $Q=PP^\dagger Q=P$.

In Lean, `key` is the statement that the two equations force $W=1$. Its three cases are the entries above, on and below the diagonal. The equations `a1`, `a2` and `a3` are the three relations for $x$ and $y$, in that order. The `calc` at the end is the last line of the argument by hand.

## Reality after the conjugate pair

```lean
/-- Francis double shift: two successive QR steps on a real matrix, with shifts `s` and its
complex conjugate and positive diagonals in the triangular factors, end in a real matrix. -/
theorem francis_double_shift_real {n : ℕ} (A : Matrix (Fin n) (Fin n) ℝ) (s : ℂ) (C B : CMat n)
    (h1 : QRStep s (A.map Complex.ofReal) C) (h2 : QRStep (conj s) C B) :
    ∀ i j, (B i j).im = 0 := by
  obtain ⟨Q₁, R₁, hQ₁, hR₁, hA₁, hC⟩ := h1
  obtain ⟨Q₂, R₂, hQ₂, hR₂, hA₂, hB⟩ := h2
  have hA : conjM (A.map Complex.ofReal) = A.map Complex.ofReal := by
    ext i j
    simp
  generalize A.map Complex.ofReal = X at hA hA₁
  -- each step is a similarity by its unitary factor
  have sim : ∀ (t : ℂ) (Y Z Q R : CMat n), Y - t • (1 : CMat n) = Q * R →
      Z = R * Q + t • (1 : CMat n) → Y * Q = Q * Z := by
    intro t Y Z Q R hY hZ
    have hY' : Y = Q * R + t • (1 : CMat n) := by rw [← hY, sub_add_cancel]
    rw [hY', hZ, add_mul, mul_add, mul_assoc, smul_mul_assoc, one_mul, mul_smul_comm, mul_one]
  have e1 := sim _ _ _ _ _ hA₁ hC
  have e2 := sim _ _ _ _ _ hA₂ hB
  have hI : X * (Q₁ * Q₂) = Q₁ * Q₂ * B := by
    rw [← mul_assoc, e1, mul_assoc, e2, mul_assoc]
  -- the accumulated factors factor the real matrix `(X - conj s) (X - s)`
  have hF : (X - conj s • (1 : CMat n)) * (X - s • (1 : CMat n)) = (Q₁ * Q₂) * (R₂ * R₁) := by
    have e3 : (X - conj s • (1 : CMat n)) * Q₁ = Q₁ * (C - conj s • (1 : CMat n)) := by
      rw [sub_mul, mul_sub, e1, smul_mul_assoc, one_mul, mul_smul_comm, mul_one]
    rw [hA₁, ← mul_assoc, e3, hA₂]
    simp only [mul_assoc]
  have hc : conjM ((X - conj s • (1 : CMat n)) * (X - s • (1 : CMat n))) =
      (X - conj s • (1 : CMat n)) * (X - s • (1 : CMat n)) := by
    have hs : ∀ t : ℂ, conjM (t • (1 : CMat n)) = conj t • (1 : CMat n) := by
      intro t
      ext i j
      by_cases hij : i = j <;> simp [hij]
    rw [map_mul, map_sub, map_sub, hA, hs, hs, Complex.conj_conj]
    simp only [sub_mul, mul_sub, smul_mul_assoc, mul_smul_comm, one_mul, mul_one]
    module
  have hQ : (Q₁ * Q₂)ᴴ * (Q₁ * Q₂) = 1 := by
    rw [conjTranspose_mul, mul_assoc, ← mul_assoc Q₁ᴴ, hQ₁, one_mul, hQ₂]
  have hR := hR₂.mul hR₁
  generalize Q₁ * Q₂ = Q at hQ hI hF
  generalize R₂ * R₁ = R at hR hF
  have hQc : (conjM Q)ᴴ * conjM Q = 1 := by
    have h3 : (conjM Q)ᴴ = conjM Qᴴ := by
      ext i j
      simp
    rw [h3, ← map_mul, hQ, map_one]
  have hRc : IsPosUpper (conjM R) :=
    ⟨fun i j hij => by simp [hR.1 i j hij], fun i => by simpa using hR.2 i⟩
  -- uniqueness makes the accumulated unitary factor real, hence also `B`
  have hreal : conjM Q = Q :=
    unitary_factor_unique hQc hQ hRc hR (by rw [← map_mul, ← hF, hc])
  have h4 := congrArg conjM hI
  rw [map_mul, map_mul, hA, hreal, hI] at h4
  have hBB : B = conjM B := by
    have h5 := congrArg (fun Y => Qᴴ * Y) h4
    simpa only [← mul_assoc, hQ, one_mul] using h5
  intro i j
  have h6 : B i j = conj (B i j) := congrFun (congrFun hBB i) j
  exact Complex.conj_eq_iff_im.mp h6.symm
```

The theorem takes a real matrix $A$, a complex shift $s$ and two complex matrices $C$ and $B$. The expression `A.map Complex.ofReal` is $A$ with its entries regarded as complex numbers; call it $X$. The hypothesis `h1` is a step from $X$ to $C$ with shift $s$, and `h2` is a step from $C$ to $B$ with shift $\bar s$. The conclusion is that every entry of $B$ has imaginary part zero. Nothing is assumed about the reality of $C$.

Write the two steps as

$$X-s=Q_1R_1,\quad C=R_1Q_1+s,\qquad C-\bar s=Q_2R_2,\quad B=R_2Q_2+\bar s.$$

**Similarity.** Multiplying $X=Q_1R_1+s$ by $Q_1$ from the right gives $XQ_1=Q_1(R_1Q_1+s)=Q_1C$. In the same way $CQ_2=Q_2B$. With $Q=Q_1Q_2$ this becomes $XQ=QB$. In Lean, `sim` is the calculation for one step and `hI` is the combined equation.

**One factorization for both steps.** Since $(X-\bar s)Q_1=Q_1(C-\bar s)$,

$$(X-\bar s)(X-s)=(X-\bar s)Q_1R_1=Q_1(C-\bar s)R_1=Q_1Q_2R_2R_1=QR,$$

where $R=R_2R_1$. This is `hF`. The matrix $Q$ is unitary, and $R$ is upper triangular with positive diagonal by the product lemma.

**The left side is real.** Expanding it gives

$$(X-\bar s)(X-s)=X^2-2\,\mathrm{Re}(s)\,X+|s|^2,$$

with real coefficients and a real $X$. The Lean proof establishes this as `hc`: conjugation exchanges the two factors, and both orders expand to the same expression.

**The unitary factor is real.** Conjugating the factorization gives $\bar Q\bar R=QR$. Here $\bar Q$ is again unitary, and $\bar R$ is again upper triangular with positive diagonal. Uniqueness yields $\bar Q=Q$, which is `hreal`.

**The final matrix is real.** Conjugating $XQ=QB$ now gives $XQ=Q\bar B$, so $QB=Q\bar B$. Multiplication by $Q^\dagger$ from the left leaves $B=\bar B$, which is `hBB`. The last lines of the proof read this entry by entry.

The phase convention matters here. If the diagonal of $R_2$ could carry arbitrary phases, $Q_2$ could be replaced by $Q_2D$ with $D$ a diagonal matrix of phases. The result would then be $D^\dagger BD$, whose off-diagonal entries need not be real.

In programs, "Francis double shift" usually means an implicit sweep that works in real numbers throughout and never forms $C$. The theorem concerns the two explicit complex steps; the passage from them to the implicit sweep, carried out in floating point, is left to a separate argument.

## A quarter turn that becomes complex and comes back

```lean
/-- For the real quarter-turn matrix, a QR step with shift `3i/4` gives an explicit matrix with
imaginary diagonal, and a second step with shift `-3i/4` gives back the quarter-turn matrix. -/
theorem double_shift_witness :
    QRStep (3 / 4 * Complex.I) !![0, -1; 1, 0]
      !![-(24 / 25) * Complex.I, -(7 / 25); 7 / 25, 24 / 25 * Complex.I] ∧
    QRStep (-(3 / 4) * Complex.I)
      !![-(24 / 25) * Complex.I, -(7 / 25); 7 / 25, 24 / 25 * Complex.I] !![0, -1; 1, 0] := by
  have c3 : (starRingEnd ℂ) 3 = 3 := Complex.conj_eq_iff_im.mpr (by simp)
  have c4 : (starRingEnd ℂ) 4 = 4 := Complex.conj_eq_iff_im.mpr (by simp)
  have c5 : (starRingEnd ℂ) 5 = 5 := Complex.conj_eq_iff_im.mpr (by simp)
  have hQ : (!![-(3 / 5) * Complex.I, -(4 / 5); 4 / 5, 3 / 5 * Complex.I] : CMat 2)ᴴ *
      !![-(3 / 5) * Complex.I, -(4 / 5); 4 / 5, 3 / 5 * Complex.I] = 1 := by
    ext i j
    fin_cases i <;> fin_cases j <;>
      simp [Matrix.mul_apply, Fin.sum_univ_succ, Complex.ext_iff] <;> norm_num [c3, c4, c5]
  have hU : ∀ (a d : ℝ) (b : ℂ), 0 < a → 0 < d →
      IsPosUpper (!![(a : ℂ), b; 0, (d : ℂ)] : CMat 2) := by
    intro a d b ha hd
    constructor
    · intro i j hij
      fin_cases i <;> fin_cases j <;> simp_all
    · intro i
      fin_cases i <;> simp [ha, hd]
  constructor
  · refine ⟨_, !![((5 / 4 : ℝ) : ℂ), -(6 / 5) * Complex.I; 0, ((7 / 20 : ℝ) : ℂ)], hQ,
      hU _ _ _ (by norm_num) (by norm_num), ?_, ?_⟩ <;>
    · ext i j
      fin_cases i <;> fin_cases j <;>
        simp [Matrix.mul_apply, Fin.sum_univ_succ, Complex.ext_iff] <;> norm_num
  · refine ⟨_, !![((7 / 20 : ℝ) : ℂ), 6 / 5 * Complex.I; 0, ((5 / 4 : ℝ) : ℂ)], hQ,
      hU _ _ _ (by norm_num) (by norm_num), ?_, ?_⟩ <;>
    · ext i j
      fin_cases i <;> fin_cases j <;>
        simp [Matrix.mul_apply, Fin.sum_univ_succ, Complex.ext_iff] <;> norm_num

end

end FrancisDoubleShift
```

A harmonic oscillator with mass and angular frequency equal to one obeys $\dot p=-x$ and $\dot x=p$, so the quarter-turn matrix takes the column $(p,x)$ to its time derivative. Its eigenvalues are $\pm i$. The theorem states that the shifts $3i/4$ and $-3i/4$ lead through

$$\begin{pmatrix}0&-1\\1&0\end{pmatrix}\longrightarrow\begin{pmatrix}-\tfrac{24}{25}i&-\tfrac{7}{25}\\ \tfrac{7}{25}&\tfrac{24}{25}i\end{pmatrix}\longrightarrow\begin{pmatrix}0&-1\\1&0\end{pmatrix}.$$

So a single step can leave the real matrices, and the hypotheses of the main theorem can be met with a complex intermediate matrix. Both steps use the same unitary factor,

$$Q_1=Q_2=\begin{pmatrix}-\tfrac35 i&-\tfrac45\\ \tfrac45&\tfrac35 i\end{pmatrix},$$

and the triangular factors are

$$R_1=\begin{pmatrix}\tfrac54&-\tfrac65 i\\0&\tfrac7{20}\end{pmatrix},\qquad R_2=\begin{pmatrix}\tfrac7{20}&\tfrac65 i\\0&\tfrac54\end{pmatrix}.$$

Multiplying out confirms each step. The accumulated factor is $Q_1Q_2=-1$, which is real although $Q_1$ is not.

In the Lean proof, `hQ` checks unitarity and `hU` checks the triangular form with positive diagonal. What remains is a comparison of matrices entry by entry: `fin_cases` lists the four positions, and `simp` and `norm_num` do the arithmetic.

```lean
#print axioms FrancisDoubleShift.QRStep.det_ne_zero
-- 'FrancisDoubleShift.QRStep.det_ne_zero' depends on axioms: [propext, Classical.choice, Quot.sound]
#print axioms FrancisDoubleShift.francis_double_shift_real
-- 'FrancisDoubleShift.francis_double_shift_real' depends on axioms: [propext, Classical.choice, Quot.sound]
```
